# In the nearest-neighbour sp³ model of zincblende, all eight bands are flat from X to W

When a nearest-neighbour sp³ tight-binding model is fitted to a zincblende semiconductor, one first chooses the energies and effective masses that the parameters should reproduce. In this spinless model with orthonormal orbitals, the energies at W add nothing to those at X, because no band changes along the line between them. The band curvature at X towards W is therefore zero for every choice of parameters, and a finite effective mass at X in that direction cannot be fitted.

## Orbitals, bonds and the line X–W

Each anion has four cation neighbours, displaced by $(1,1,1)/4$, $(1,-1,-1)/4$, $(-1,1,-1)/4$ and $(-1,-1,1)/4$ in units of the cubic lattice constant. Each atom carries one s and three p orbitals. Wave vectors are in units of $2\pi$ over the lattice constant, so X is $(1,0,0)$, W is $(1,\tfrac12,0)$, and the line through them is $(1,s,0)$ with a real position $s$.

```lean
import Mathlib

open Matrix Polynomial

namespace FlatBandsXW

noncomputable section
```

A smaller problem comes first: two orbitals on one atom coupled to two p orbitals on the other. With real strengths $V,W$ (this $W$ is not the point W) and angle $t$, the coupling matrix is

$$K=\begin{pmatrix} iV\cos t & -V\sin t\\ -W\sin t & iW\cos t\end{pmatrix}.$$

```lean
/-- The coupling between two orbitals on one atom and two p orbitals on the other,
with strengths `V`, `W` and angle `t`. -/
def coupling (V W t : ℝ) : Matrix (Fin 2) (Fin 2) ℂ :=
  !![Complex.I * V * (Real.cos t : ℂ), -V * (Real.sin t : ℂ);
     -W * (Real.sin t : ℂ), Complex.I * W * (Real.cos t : ℂ)]
```

The four-band Hamiltonian has levels $a,b$ in its upper block and a degenerate pair at $e$ in its lower block. Lean's `ᴴ` is the adjoint.

```lean
/-- The four-band Hamiltonian: levels `a` and `b` coupled to a degenerate pair at energy `e`. -/
def fourBand (a b e V W t : ℝ) : Matrix (Fin 2 ⊕ Fin 2) (Fin 2 ⊕ Fin 2) ℂ :=
  fromBlocks !![(a : ℂ), 0; 0, (b : ℂ)] (coupling V W t) (coupling V W t)ᴴ ((e : ℂ) • 1)
```

Characteristic polynomials are $\det(\lambda 1-H)$. For two levels $a,e$ with coupling $V$ this gives $P(a,e,V)=(\lambda-a)(\lambda-e)-V^2$. In the code the variable $\lambda$ is `X`, which is not the point X, and `C` turns a number into a constant polynomial.

```lean
/-- The characteristic polynomial of two levels `a` and `e` with coupling `V`. -/
def twoLevel (a e V : ℝ) : ℂ[X] :=
  (X - C (a : ℂ)) * (X - C (e : ℂ)) - C ((V : ℂ) ^ 2)
```

The next definition names the two energies needed in part (h); only `σ = 1` and `σ = -1` are used.

```lean
/-- The energy of two coupled levels, upper for `σ = 1` and lower for `σ = -1`. -/
def level (a e V σ : ℝ) : ℝ := (a + e) / 2 + σ * Real.sqrt (((a - e) / 2) ^ 2 + V ^ 2)
```

The crystal has nine real parameters: on-site energies, and hopping strengths that stand for the interaction of orbitals on neighbouring atoms. They are usually fitted, and here they are arbitrary.

```lean
/-- On-site energies of the s and p orbitals of anion (`a`) and cation (`c`), and the
nearest-neighbour couplings, each including the factor four for the number of bonds.
`Vsp` couples anion s to cation p, and `Vps` couples anion p to cation s. -/
structure Parameters where
  (Esa Epa Esc Epc Vss Vxx Vxy Vsp Vps : ℝ)
```

Each bond $d$ contributes a Bloch phase $e^{ik\cdot d}$. The four phases are averaged with the signs of an s orbital or of the x, y and z components of the bonds, which gives $g_0,g_1,g_2,g_3$.

```lean
/-- The Bloch phase along the bond (1,1,1)/4 of the cubic cell, for a wave vector `(x, y, z)`
in units of 2π over the lattice constant. -/
def bondPhase (x y z : ℝ) : ℂ :=
  Complex.exp (((Real.pi / 2 * (x + y + z) : ℝ) : ℂ) * Complex.I)

/-- The four signed averages of the Bloch phases over the tetrahedral bonds: with equal signs,
and with the signs of the x, y and z components of the bonds. -/
def bondSum (x y z : ℝ) : Fin 4 → ℂ :=
  let p := bondPhase x y z
  let q := bondPhase x (-y) (-z)
  let r := bondPhase (-x) y (-z)
  let u := bondPhase (-x) (-y) z
  ![(p + q + r + u) / 4, (p + q - r - u) / 4, (p - q + r - u) / 4, (p - q - r + u) / 4]
```

These sums fill the anion–cation hopping matrix, with orbitals in the order s, px, py, pz. The minus sign before `Vps` reflects the odd parity of a p orbital.

```lean
/-- The hopping matrix from the cation orbitals s, px, py, pz to those of the anion, for
given bond sums `g`. -/
def hopping (p : Parameters) (g : Fin 4 → ℂ) : Matrix (Fin 4) (Fin 4) ℂ :=
  !![p.Vss * g 0, p.Vsp * g 1, p.Vsp * g 2, p.Vsp * g 3;
     -p.Vps * g 1, p.Vxx * g 0, p.Vxy * g 3, p.Vxy * g 2;
     -p.Vps * g 2, p.Vxy * g 3, p.Vxx * g 0, p.Vxy * g 1;
     -p.Vps * g 3, p.Vxy * g 2, p.Vxy * g 1, p.Vxx * g 0]
```

The 8×8 Hamiltonian follows. That a crystal's Bloch problem reduces to this matrix is the modelling step, and it enters as a definition.

```lean
/-- The nearest-neighbour sp3 Hamiltonian of a zincblende crystal at wave vector `(x, y, z)`. -/
def hamiltonian (p : Parameters) (x y z : ℝ) : Matrix (Fin 4 ⊕ Fin 4) (Fin 4 ⊕ Fin 4) ℂ :=
  fromBlocks (diagonal ![(p.Esa : ℂ), (p.Epa : ℂ), (p.Epa : ℂ), (p.Epa : ℂ)])
    (hopping p (bondSum x y z)) (hopping p (bondSum x y z))ᴴ
    (diagonal ![(p.Esc : ℂ), (p.Epc : ℂ), (p.Epc : ℂ), (p.Epc : ℂ)])
```

The last definition is a reordering of the eight orbitals, used in part (e).

```lean
/-- An ordering of the eight orbitals: s, py of the anion with px, pz of the cation, then
s, py of the cation with px, pz of the anion. -/
def orbital : (Fin 2 ⊕ Fin 2) ⊕ (Fin 2 ⊕ Fin 2) → Fin 4 ⊕ Fin 4 :=
  Sum.elim (Sum.elim ![Sum.inl 0, Sum.inl 2] ![Sum.inr 1, Sum.inr 3])
    (Sum.elim ![Sum.inr 0, Sum.inr 2] ![Sum.inl 1, Sum.inl 3])
```

## (a) The coupling times its adjoint

**Task.** Show that for every $t$

$$KK^\dagger=\begin{pmatrix}V^2&0\\0&W^2\end{pmatrix}.$$

**Solution.** The diagonal entries are $V^2(\cos^2t+\sin^2t)=V^2$ and, likewise, $W^2$. The upper off-diagonal entry is

$$(iV\cos t)(-W\sin t)+(-V\sin t)(-iW\cos t)=0,$$

and the lower one is its complex conjugate.

In Lean, `generalize` replaces the cosine and sine by letters that keep only the relation $s^2+c^2=1$. The four entries are then checked one by one, using $i^2=-1$.

```lean
/-- The coupling times its adjoint is diagonal, with entries `V²` and `W²` at every angle. -/
theorem coupling_mul_adjoint (V W t : ℝ) :
    coupling V W t * (coupling V W t)ᴴ = !![(V : ℂ) ^ 2, 0; 0, (W : ℂ) ^ 2] := by
  have h := Real.sin_sq_add_cos_sq t
  unfold coupling
  generalize Real.cos t = c at h ⊢
  generalize Real.sin t = s at h ⊢
  have hc : (s : ℂ) ^ 2 + (c : ℂ) ^ 2 = 1 := by exact_mod_cast h
  ext i j
  fin_cases i <;> fin_cases j <;> simp [Matrix.mul_apply, Fin.sum_univ_succ]
  · linear_combination (V : ℂ) ^ 2 * hc - (V : ℂ) ^ 2 * (c : ℂ) ^ 2 * Complex.I_sq
  · ring
  · ring
  · linear_combination (W : ℂ) ^ 2 * hc - (W : ℂ) ^ 2 * (c : ℂ) ^ 2 * Complex.I_sq
```

## (b) A determinant with a scalar block

**Task.** Let $A,B,D$ be 2×2 matrices over a commutative ring without zero divisors, and let $d\neq0$. Show that

$$\det\begin{pmatrix}A&B\\D&d\,1\end{pmatrix}=\det(dA-BD).$$

**Solution.** Multiply from the right by a triangular matrix:

$$\begin{pmatrix}A&B\\D&d1\end{pmatrix}\begin{pmatrix}d1&0\\-D&1\end{pmatrix}=\begin{pmatrix}dA-BD&B\\0&d1\end{pmatrix}.$$

The triangular factor has determinant $d^2$, and the right side has determinant $d^2\det(dA-BD)$. Cancel $d^2$.

The code states this product as `h`, takes determinants in `h2`, and cancels with `mul_right_cancel₀`.

```lean
/-- A block determinant whose lower right block is a nonzero scalar `d` reduces to the
determinant of the effective matrix `d A - B D` on the upper block. -/
theorem det_scalar_block {R : Type*} [CommRing R] [IsDomain R]
    (A B D : Matrix (Fin 2) (Fin 2) R) (d : R) (hd : d ≠ 0) :
    (fromBlocks A B D (d • 1)).det = (d • A - B * D).det := by
  -- eliminate the lower left block by a triangular factor
  have h : fromBlocks A B D (d • 1) * fromBlocks (d • 1) 0 (-D) 1
      = fromBlocks (d • A - B * D) B 0 (d • 1) := by
    rw [fromBlocks_multiply]
    congr 1 <;> simp [sub_eq_add_neg]
  have h2 := congrArg Matrix.det h
  rw [det_mul, det_fromBlocks_zero₁₂, det_fromBlocks_zero₂₁, det_one, mul_one] at h2
  exact mul_right_cancel₀ (by simp [hd]) h2
```

## (c) The four-band polynomial

**Task.** Show that the characteristic polynomial of the four-band Hamiltonian is

$$P(a,e,V)\,P(b,e,W).$$

**Solution.** The matrix $\lambda1-H$ has upper block $\mathrm{diag}(\lambda-a,\lambda-b)$, off-diagonal blocks $-K$ and $-K^\dagger$, and lower block $(\lambda-e)1$. Part (b) with $d=\lambda-e$, followed by part (a), gives

$$\det\begin{pmatrix}(\lambda-e)(\lambda-a)-V^2&0\\0&(\lambda-e)(\lambda-b)-W^2\end{pmatrix}.$$

This is the stated product, and $t$ has gone. Here $d$ is a nonzero polynomial, so the cancellation in (b) needs no exception at $\lambda=e$.

The auxiliary statement `hD` identifies the lower block as $(\lambda-e)1$, and the rewriting then applies (b) and (a) in turn.

```lean
/-- The characteristic polynomial of the four-band Hamiltonian is a product of two
two-level polynomials, the same at every angle `t`. -/
theorem fourBand_charpoly (a b e V W t : ℝ) :
    (fourBand a b e V W t).charpoly = twoLevel a e V * twoLevel b e W := by
  have hD : charmatrix ((e : ℂ) • (1 : Matrix (Fin 2) (Fin 2) ℂ))
      = (X - C (e : ℂ)) • (1 : Matrix (Fin 2) (Fin 2) ℂ[X]) := by
    ext1 i j
    fin_cases i <;> fin_cases j <;> simp
  rw [Matrix.charpoly, fourBand, charmatrix_fromBlocks, hD,
    det_scalar_block _ _ _ _ (X_sub_C_ne_zero _), neg_mul_neg, ← Matrix.map_mul,
    coupling_mul_adjoint, det_fin_two]
  simp [twoLevel]
  ring
```

## (d) Bond sums on the line

**Task.** With $t=\pi s/2$, show that at $(1,s,0)$

$$(g_0,g_1,g_2,g_3)=(0,\;i\cos t,\;0,\;-\sin t).$$

**Solution.** The four phases, in the order of the bonds above, are

$$ie^{it},\quad ie^{-it},\quad -ie^{it},\quad -ie^{-it}.$$

Their sum vanishes, so $g_0=0$. The signs $(+,-,+,-)$ also give zero, so $g_2=0$. The other two are

$$g_1=\tfrac{2i}{4}(e^{it}+e^{-it})=i\cos t,\qquad g_3=\tfrac{2i}{4}(e^{it}-e^{-it})=-\sin t.$$

In Lean, `h1` and `h2` evaluate the phases with first component $1$ and $-1$, and the four sums follow by algebra.

```lean
/-- On the line from X to W the bond sums are `0`, `i cos t`, `0`, `-sin t` with `t = π s / 2`. -/
theorem bondSum_XW (s : ℝ) :
    bondSum 1 s 0 = ![0, Complex.I * (Real.cos (Real.pi * s / 2) : ℂ), 0,
      -(Real.sin (Real.pi * s / 2) : ℂ)] := by
  have h1 : ∀ u : ℝ, bondPhase 1 u 0 = Complex.I * (Real.cos (Real.pi * u / 2) : ℂ)
      - (Real.sin (Real.pi * u / 2) : ℂ) := by
    intro u
    rw [bondPhase, show Real.pi / 2 * (1 + u + 0) = Real.pi * u / 2 + Real.pi / 2 by ring,
      Complex.exp_mul_I, ← Complex.ofReal_cos, ← Complex.ofReal_sin,
      Real.cos_add_pi_div_two, Real.sin_add_pi_div_two, Complex.ofReal_neg]
    ring
  have h2 : ∀ u : ℝ, bondPhase (-1) u 0 = -Complex.I * (Real.cos (Real.pi * u / 2) : ℂ)
      + (Real.sin (Real.pi * u / 2) : ℂ) := by
    intro u
    rw [bondPhase, show Real.pi / 2 * (-1 + u + 0) = Real.pi * u / 2 - Real.pi / 2 by ring,
      Complex.exp_mul_I, ← Complex.ofReal_cos, ← Complex.ofReal_sin,
      Real.cos_sub_pi_div_two, Real.sin_sub_pi_div_two, Complex.ofReal_neg]
    ring
  have hn : Real.pi * (-s) / 2 = -(Real.pi * s / 2) := by ring
  simp only [bondSum, neg_zero, h1, h2, hn, Real.cos_neg, Real.sin_neg, Complex.ofReal_neg]
  ext j
  fin_cases j <;> dsimp <;> ring
```

## (e) Two blocks of four orbitals

**Task.** Write $H_4(a,b,e,V,W,t)$ for the four-band Hamiltonian. Show that on the line, after reordering, the 8×8 Hamiltonian is block diagonal with blocks

$$H_4(E_{sa},E_{pa},E_{pc},V_{sp},V_{xy},t),\qquad H_4(E_{sc},E_{pc},E_{pa},V_{ps},-V_{xy},-t).$$

**Solution.** With $g_0=g_2=0$ the hopping matrix is

$$\begin{pmatrix}0&V_{sp}g_1&0&V_{sp}g_3\\-V_{ps}g_1&0&V_{xy}g_3&0\\0&V_{xy}g_3&0&V_{xy}g_1\\-V_{ps}g_3&0&V_{xy}g_1&0\end{pmatrix}.$$

Anion s and py therefore couple only to cation px and pz, through

$$\begin{pmatrix}iV_{sp}\cos t&-V_{sp}\sin t\\-V_{xy}\sin t&iV_{xy}\cos t\end{pmatrix},$$

which is $K$ with strengths $V_{sp},V_{xy}$. Cation s and py couple only to anion px and pz. Taking the adjoint of those entries gives

$$\begin{pmatrix}iV_{ps}\cos t&V_{ps}\sin t\\-V_{xy}\sin t&-iV_{xy}\cos t\end{pmatrix},$$

which is $K$ with strengths $V_{ps},-V_{xy}$ and angle $-t$.

The Lean proof inserts (d) and compares the two matrices entry by entry.

```lean
/-- On the line from X to W the eight-band Hamiltonian splits into two four-band blocks. -/
theorem hamiltonian_XW_blocks (p : Parameters) (s : ℝ) :
    (hamiltonian p 1 s 0).submatrix orbital orbital =
      fromBlocks (fourBand p.Esa p.Epa p.Epc p.Vsp p.Vxy (Real.pi * s / 2)) 0 0
        (fourBand p.Esc p.Epc p.Epa p.Vps (-p.Vxy) (-(Real.pi * s / 2))) := by
  rw [hamiltonian, bondSum_XW]
  ext i j
  rcases i with (i | i) | (i | i) <;> rcases j with (j | j) | (j | j) <;>
    fin_cases i <;> fin_cases j <;>
    simp [hopping, orbital, fourBand, coupling, -Complex.ofReal_cos, -Complex.ofReal_sin] <;>
    ring
```

## (f) The eight-band polynomial

**Task.** Show that on the line the characteristic polynomial of the sp³ Hamiltonian is

$$P(E_{sa},E_{pc},V_{sp})\,P(E_{sc},E_{pa},V_{ps})\,P(E_{pa},E_{pc},V_{xy})^2.$$

**Solution.** Reordering the basis leaves the polynomial unchanged, and a block-diagonal matrix gives the product over its blocks. By (c) the blocks contribute

$$P(E_{sa},E_{pc},V_{sp})P(E_{pa},E_{pc},V_{xy})\quad\text{and}\quad P(E_{sc},E_{pa},V_{ps})P(E_{pc},E_{pa},-V_{xy}).$$

Since $P$ is symmetric in its two levels and even in the coupling, the two p–p factors are equal.

The code confirms with `decide` that `orbital` lists every orbital exactly once, and `charpoly_reindex` carries out the change of order.

```lean
/-- On the line from X to W the characteristic polynomial of the sp3 Hamiltonian is a product
of four two-level polynomials that do not contain the position `s` on the line. -/
theorem hamiltonian_XW_charpoly (p : Parameters) (s : ℝ) :
    (hamiltonian p 1 s 0).charpoly =
      twoLevel p.Esa p.Epc p.Vsp * twoLevel p.Esc p.Epa p.Vps
        * twoLevel p.Epa p.Epc p.Vxy ^ 2 := by
  have hb : Function.Bijective orbital := by decide
  -- reordering the orbitals leaves the characteristic polynomial unchanged
  have h := Matrix.charpoly_reindex (Equiv.ofBijective orbital hb).symm (hamiltonian p 1 s 0)
  have h' : Matrix.reindex (Equiv.ofBijective orbital hb).symm
      (Equiv.ofBijective orbital hb).symm (hamiltonian p 1 s 0)
      = (hamiltonian p 1 s 0).submatrix orbital orbital := rfl
  rw [← h, h', hamiltonian_XW_blocks, charpoly_fromBlocks_zero₁₂, fourBand_charpoly,
    fourBand_charpoly]
  simp only [twoLevel, Complex.ofReal_neg, neg_sq]
  ring
```

## (g) Flatness

**Task.** Let $\chi(s;\lambda)$ be the characteristic polynomial at $(1,s,0)$. Show that for all real $s,s'$

$$\chi(s;\lambda)=\chi(s';\lambda).$$

**Solution.** The product in (f) does not contain $s$. Equal characteristic polynomials have the same roots with the same multiplicities, so all eight energies are constant. The eigenvectors may still change along the line.

Lean rewrites both sides with (f). X and W are the case $s=0$, $s'=\tfrac12$.

```lean
/-- All nearest-neighbour sp3 bands are flat from X to W: the characteristic polynomial is the
same at any two points of the line. -/
theorem bands_flat_XW (p : Parameters) (s s' : ℝ) :
    (hamiltonian p 1 s 0).charpoly = (hamiltonian p 1 s' 0).charpoly := by
  rw [hamiltonian_XW_charpoly, hamiltonian_XW_charpoly]
```

## (h) The energies in closed form

**Task.** Show that $P(a,e,V)=(\lambda-E_+)(\lambda-E_-)$ with

$$E_\pm=\frac{a+e}{2}\pm\sqrt{\Big(\frac{a-e}{2}\Big)^2+V^2}.$$

**Solution.** The sum is $E_++E_-=a+e$. The product is

$$E_+E_-=\Big(\frac{a+e}{2}\Big)^2-\Big(\frac{a-e}{2}\Big)^2-V^2=ae-V^2.$$

These are the coefficients of $P(a,e,V)=\lambda^2-(a+e)\lambda+ae-V^2$.

The steps `h1` and `h2` are this sum and product, and `hr` squares the root, whose argument is never negative.

```lean
/-- The roots of a two-level polynomial are the upper and the lower energy of the two
coupled levels. -/
theorem twoLevel_factor (a e V : ℝ) :
    twoLevel a e V = (X - C (level a e V 1 : ℂ)) * (X - C (level a e V (-1) : ℂ)) := by
  have hr : Real.sqrt (((a - e) / 2) ^ 2 + V ^ 2) ^ 2 = ((a - e) / 2) ^ 2 + V ^ 2 :=
    Real.sq_sqrt (by positivity)
  -- sum and product of the two energies
  have h1 : level a e V 1 + level a e V (-1) = a + e := by
    unfold level
    ring
  have h2 : level a e V 1 * level a e V (-1) = a * e - V ^ 2 := by
    unfold level
    linear_combination -hr
  have hs : C (level a e V 1 : ℂ) + C (level a e V (-1) : ℂ) = C (a : ℂ) + C (e : ℂ) := by
    rw [← C_add, ← C_add, ← Complex.ofReal_add, h1, Complex.ofReal_add]
  have hp : C (level a e V 1 : ℂ) * C (level a e V (-1) : ℂ)
      = C (a : ℂ) * C (e : ℂ) - C ((V : ℂ) ^ 2) := by
    rw [← C_mul, ← C_mul, ← C_sub, ← Complex.ofReal_mul, h2]
    push_cast
    rfl
  unfold twoLevel
  linear_combination X * hs - hp

end

end FlatBandsXW
```

```lean
#print axioms FlatBandsXW.bands_flat_XW
-- 'FlatBandsXW.bands_flat_XW' depends on axioms: [propext, Classical.choice, Quot.sound]
#print axioms FlatBandsXW.twoLevel_factor
-- 'FlatBandsXW.twoLevel_factor' depends on axioms: [propext, Classical.choice, Quot.sound]
```

## Couplings from X energies, and the diamond limit

In a fit, the factors in (f) turn energies at X into couplings. If $\varepsilon_\pm$ are the energies of the twofold p–p levels and the on-site energies are known, then

$$V_{xy}^2=E_{pa}E_{pc}-\varepsilon_+\varepsilon_-.$$

The two s–p pairs give $V_{sp}^2$ and $V_{ps}^2$ in the same way, while the signs of the couplings stay undetermined. Energies at W would give the same equations again.

In the diamond limit both atoms are equal, so $E_{sa}=E_{sc}$, $E_{pa}=E_{pc}=E_p$ and $V_{sp}=V_{ps}$. The two s–p factors then coincide, every level on the line is at least twofold degenerate, and the p–p levels lie at $E_p\pm|V_{xy}|$.
